# Lorentzian smoothing of a finite Hermitian matrix's Green's matrix raises its broadening from η to η + a

## Does a convolution replace a second inversion?

Let H be a finite Hermitian matrix, G(z) = (z − H)⁻¹ its Green's matrix, and η > 0 the broadening, so that the retarded Green's matrix at real energy x is G(x + iη). Let

L(x) = (a/π) / ((E − x)² + a²)

be the Lorentzian centred at E with half-width a > 0 at half maximum.

I have computed G(x + iη) and now want a broader spectrum. Can I average the entries with L, or must I invert again at E + i(η + a)? For a density of states I would expect the widths to add. But the off-diagonal entries are complex, and L has poles at both E + ia and E − ia. Why would only the upper one matter?

## The widths add in every entry

The average equals the new inversion:

∫ L(x) G_ij(x + iη) dx = G_ij(E + i(η + a)).

The lower pole of L drops out because the poles of G(x + iη), as a function of x, also lie in the lower half plane.

Take one level ε first. Write p = E + ia, q = E − ia, w = ε − iη, and

d = p − w = E + i(η + a) − ε,

which is nonzero because its imaginary part is positive. Then L(x) = (a/π) / ((x − q)(x − p)), and the level contributes 1/(x − w). Since (x − w) − (x − p) = d,

1/((x − p)(x − w)) = (1/d) [1/(x − p) − 1/(x − w)].

Multiplying by (a/π)/(x − q) gives

L(x)/(x − w) = L(x)/d − (a/(πd)) · 1/((x − q)(x − w)).

The substitution x = E + at gives ∫ L dx = (1/π) ∫ dt/(1 + t²) = 1, so the first term integrates to 1/d.

The second integrates to zero. It converges absolutely, since |uv| ≤ |u|² + |v|² and the squared modulus of each pole term is a multiple of a Lorentzian. If q ≠ w, an antiderivative of 1/((x − q)(x − w)) is

log((x − q)/(x − w)) / (q − w).

The ratio is never zero or negative: x − q = −r(x − w) with r ≥ 0 would equate the positive number −Im q with r Im w ≤ 0. The principal logarithm is therefore smooth along the line, and it tends to log 1 = 0 at both ends. If q = w, the antiderivative −1/(x − q) also vanishes at both ends.

For the matrix, diagonalise H = U diag(ε_k) U†, so that

G_ij(z) = Σ_k U_ik conj(U_jk) / (z − ε_k).

Averaging this finite sum term by term replaces x + iη by E + i(η + a).

As a numerical instance, take two sites with H_11 = H_22 = 0 and H_12 = H_21 = 1, and E = 0, η = a = 1. The levels are ±1, with weight 1/2 each on site 1. By symmetry they contribute equally, so the smoothed local density of states is

(1/π²) ∫ dx / ((x² + 1)((x − 1)² + 1)).

The integrand is (1/5) [(2x + 1)/(x² + 1) + (3 − 2x)/((x − 1)² + 1)]. The logarithms cancel and the arctangents leave 2π/5, so the average is 2/(5π) ≈ 0.127. Direct inversion gives G_11(2i) = 2i/((2i)² − 1) = −2i/5, hence the same value. Before smoothing it was 1/(2π) ≈ 0.159.

In the Lean file, `greenMatrix H z` is the matrix inverse of z − H, with rows and columns labelled by a finite type `n`. The hypothesis `hH` says that H is Hermitian; `ha` and `hη` say that both widths are positive. The main theorem, `greenMatrix_smoothing`, states that the integrand is integrable over the whole real line and gives the integral for each `i` and `j`. `localDOS` is −(1/π) Im G_ii(E + iη).

H is independent of energy and the basis is orthonormal. For such a matrix, extra Lorentzian broadening of a computed spectrum needs no new inversion. The step left to the user is numerical: computed data lie on a grid in a finite window, whereas the integral runs over all energies.

```lean
import Mathlib

open MeasureTheory Filter Topology Matrix
open scoped Real ComplexConjugate

namespace LorentzianSmoothing

noncomputable section

variable {n : Type*} [Fintype n] [DecidableEq n]

/-- The Lorentzian of half-width `a` centred at the energy `E`, for `a > 0`. -/
def lorentzian (a E x : ℝ) : ℝ := (a / π) / ((E - x) ^ 2 + a ^ 2)

/-- The Green's matrix `(z - H)⁻¹`, for complex energies `z` that are not eigenvalues of `H`. -/
def greenMatrix (H : Matrix n n ℂ) (z : ℂ) : Matrix n n ℂ := (z • (1 : Matrix n n ℂ) - H)⁻¹

/-- The local density of states `-(1/π) Im G_ii(E + iη)` at site `i`, for Hermitian `H` and
broadening `η > 0`. -/
def localDOS (H : Matrix n n ℂ) (η E : ℝ) (i : n) : ℝ :=
  -(1 / π) * (greenMatrix H (E + η * Complex.I) i i).im

/-- A Lorentzian of positive width is integrable and has unit area. -/
theorem lorentzian_normalized {a : ℝ} (ha : 0 < a) (E : ℝ) :
    Integrable (lorentzian a E) ∧ ∫ x, lorentzian a E x = 1 := by
  have e : lorentzian a E = fun x => (1 / (π * a)) * (1 + ((x - E) / a) ^ 2)⁻¹ := by
    funext x
    have hD : (E - x) ^ 2 + a ^ 2 ≠ 0 := by positivity
    have h : 1 + ((x - E) / a) ^ 2 = ((E - x) ^ 2 + a ^ 2) / a ^ 2 := by
      rw [eq_div_iff (by positivity), add_mul, div_pow, div_mul_cancel₀ _ (by positivity)]
      ring
    rw [h, lorentzian]
    field_simp
  have h1 : ∫ x : ℝ, (1 + ((x - E) / a) ^ 2)⁻¹ = ∫ x : ℝ, (1 + (x / a) ^ 2)⁻¹ :=
    integral_sub_right_eq_self (fun x : ℝ => (1 + (x / a) ^ 2)⁻¹) E
  have h2 : ∫ x : ℝ, (1 + (x / a) ^ 2)⁻¹ = |a| • ∫ x : ℝ, (1 + x ^ 2)⁻¹ :=
    Measure.integral_comp_div (fun x : ℝ => (1 + x ^ 2)⁻¹) a
  rw [e]
  refine ⟨((integrable_inv_one_add_sq.comp_div ha.ne').comp_sub_right E).const_mul _, ?_⟩
  rw [integral_const_mul, h1, h2, integral_univ_inv_one_add_sq, abs_of_pos ha, smul_eq_mul]
  field_simp

/-- A simple pole term `1/(x - w)` vanishes as the real energy `x` grows in magnitude. -/
theorem tendsto_pole {l : Filter ℝ} (hl : Tendsto (fun x : ℝ => |x|) l atTop) (w : ℂ) :
    Tendsto (fun x : ℝ => ((x : ℂ) - w)⁻¹) l (𝓝 0) := by
  have h : Tendsto (fun x : ℝ => ‖(x : ℂ) - w‖) l atTop := by
    refine tendsto_atTop_mono (fun x => ?_) (tendsto_atTop_add_const_right l (-‖w‖) hl)
    have := norm_sub_norm_le (x : ℂ) w
    rw [Complex.norm_real, Real.norm_eq_abs] at this
    linarith
  rw [tendsto_zero_iff_norm_tendsto_zero]
  simp only [norm_inv]
  exact tendsto_inv_atTop_zero.comp h

/-- The product of two simple poles, both in the lower half plane, is integrable over the real
energies and integrates to zero. -/
theorem integral_two_lower_poles {q w : ℂ} (hq : q.im < 0) (hw : w.im < 0) :
    Integrable (fun x : ℝ => ((x : ℂ) - q)⁻¹ * ((x : ℂ) - w)⁻¹) ∧
      ∫ x : ℝ, ((x : ℂ) - q)⁻¹ * ((x : ℂ) - w)⁻¹ = 0 := by
  have ne : ∀ v : ℂ, v.im < 0 → ∀ x : ℝ, (x : ℂ) - v ≠ 0 := by
    intro v hv x h
    have := congrArg Complex.im h
    rw [Complex.sub_im, Complex.ofReal_im, Complex.zero_im] at this
    linarith
  have hc : ∀ v : ℂ, v.im < 0 → Continuous fun x : ℝ => ((x : ℂ) - v)⁻¹ := fun v hv =>
    (Complex.continuous_ofReal.sub continuous_const).inv₀ (ne v hv)
  -- the squared modulus of one pole term is a multiple of a Lorentzian
  have hsq : ∀ v : ℂ, v.im < 0 → Integrable fun x : ℝ => ‖((x : ℂ) - v)⁻¹‖ ^ 2 := by
    intro v hv
    have hb : -v.im ≠ 0 := (neg_pos.mpr hv).ne'
    refine ((lorentzian_normalized (neg_pos.mpr hv) v.re).1.const_mul (π / (-v.im))).congr
      (ae_of_all _ fun x => ?_)
    have e : ‖(x : ℂ) - v‖ ^ 2 = (v.re - x) ^ 2 + (-v.im) ^ 2 := by
      rw [Complex.sq_norm, Complex.normSq_apply, Complex.sub_re, Complex.sub_im,
        Complex.ofReal_re, Complex.ofReal_im]
      ring
    have h1 : π / (-v.im) * (-v.im / π) = 1 := by
      rw [div_mul_div_cancel₀ hb, div_self Real.pi_ne_zero]
    simp only [norm_inv, inv_pow]
    rw [e, lorentzian, ← mul_div_assoc, h1, one_div]
  have hint : Integrable (fun x : ℝ => ((x : ℂ) - q)⁻¹ * ((x : ℂ) - w)⁻¹) := by
    refine ((hsq q hq).add (hsq w hw)).mono' ((hc q hq).mul (hc w hw)).aestronglyMeasurable
      (ae_of_all _ fun x => ?_)
    simp only [norm_mul, Pi.add_apply]
    nlinarith [sq_nonneg (‖((x : ℂ) - q)⁻¹‖ - ‖((x : ℂ) - w)⁻¹‖),
      sq_nonneg ‖((x : ℂ) - q)⁻¹‖, sq_nonneg ‖((x : ℂ) - w)⁻¹‖]
  have hd : ∀ (v : ℂ) (x : ℝ), HasDerivAt (fun y : ℝ => (y : ℂ) - v) 1 x := fun v x => by
    simpa using (hasDerivAt_id x).ofReal_comp.sub_const v
  refine ⟨hint, ?_⟩
  by_cases hqw : q = w
  · -- a double pole has the antiderivative -1/(x - q)
    subst hqw
    have hlim : ∀ l : Filter ℝ, Tendsto (fun x : ℝ => |x|) l atTop →
        Tendsto (fun x : ℝ => (-1 : ℂ) / ((x : ℂ) - q)) l (𝓝 0) := by
      intro l hl
      have h := (tendsto_pole hl q).const_mul (-1)
      rw [mul_zero] at h
      exact h.congr fun x => (div_eq_mul_inv _ _).symm
    rw [integral_of_hasDerivAt_of_tendsto (fun x => ((hasDerivAt_const x (-1 : ℂ)).fun_div
      (hd q x) (ne q hq x)).congr_deriv (by have := ne q hq x; field_simp; ring)) hint
      (hlim _ tendsto_abs_atBot_atTop) (hlim _ tendsto_abs_atTop_atTop), sub_zero]
  · -- distinct poles: the ratio (x - q)/(x - w) never meets the branch cut of the logarithm
    have hs : ∀ x : ℝ, ((x : ℂ) - q) / ((x : ℂ) - w) ∈ Complex.slitPlane := by
      intro x
      by_contra hcon
      rw [Complex.mem_slitPlane_iff, not_or, not_lt, not_not] at hcon
      have h3 := congrArg Complex.im (div_mul_cancel₀ ((x : ℂ) - q) (ne w hw x))
      rw [Complex.mul_im, hcon.2] at h3
      simp only [Complex.sub_im, Complex.ofReal_im, zero_mul, add_zero, zero_sub] at h3
      nlinarith [mul_nonneg (neg_nonneg.mpr hcon.1) (neg_nonneg.mpr hw.le)]
    have hlim : ∀ l : Filter ℝ, Tendsto (fun x : ℝ => |x|) l atTop → Tendsto (fun x : ℝ =>
        Complex.log (((x : ℂ) - q) / ((x : ℂ) - w)) * (q - w)⁻¹) l (𝓝 0) := by
      intro l hl
      have h1 : Tendsto (fun x : ℝ => ((x : ℂ) - q) / ((x : ℂ) - w)) l (𝓝 1) := by
        have h := ((tendsto_pole hl w).const_mul (w - q)).const_add 1
        rw [mul_zero, add_zero] at h
        refine h.congr fun x => ?_
        rw [eq_div_iff (ne w hw x), add_mul, mul_assoc, inv_mul_cancel₀ (ne w hw x)]
        ring
      have h2 := ((continuousAt_clog Complex.one_mem_slitPlane).tendsto.comp h1).mul_const
        (q - w)⁻¹
      rw [Complex.log_one, zero_mul] at h2
      exact h2
    rw [integral_of_hasDerivAt_of_tendsto (fun x => ((((hd q x).fun_div (hd w x)
      (ne w hw x)).clog_real (hs x)).mul_const (q - w)⁻¹).congr_deriv (by
        have h1 := ne q hq x
        have h2 := ne w hw x
        have h3 := sub_ne_zero.mpr hqw
        rw [show 1 * ((x : ℂ) - w) - ((x : ℂ) - q) * 1 = q - w by ring]
        field_simp)) hint
      (hlim _ tendsto_abs_atBot_atTop) (hlim _ tendsto_abs_atTop_atTop), sub_zero]

/-- For a single level `ε` and `a, η > 0`, averaging `1/(x + iη - ε)` with a Lorentzian of
half-width `a` gives `1/(E + i(η + a) - ε)`. -/
theorem single_level_smoothing {a η : ℝ} (ha : 0 < a) (hη : 0 < η) (E ε : ℝ) :
    Integrable (fun x : ℝ => (lorentzian a E x : ℂ) * (x + η * Complex.I - ε)⁻¹) ∧
      ∫ x : ℝ, (lorentzian a E x : ℂ) * (x + η * Complex.I - ε)⁻¹ =
        (E + ((η + a : ℝ) : ℂ) * Complex.I - ε)⁻¹ := by
  obtain ⟨hP, hP0⟩ := integral_two_lower_poles (q := E - a * Complex.I)
    (w := ε - η * Complex.I) (by simpa using ha) (by simpa using hη)
  obtain ⟨hL, hL1⟩ := lorentzian_normalized ha E
  have hLc : Integrable (fun x : ℝ => (lorentzian a E x : ℂ)) := hL.ofReal
  -- partial fractions split off the value at the upper pole E + ia
  have hfun : (fun x : ℝ => (lorentzian a E x : ℂ) * (x + η * Complex.I - ε)⁻¹) = fun x : ℝ =>
      (E + ((η + a : ℝ) : ℂ) * Complex.I - ε)⁻¹ * (lorentzian a E x : ℂ) -
      (a / π * (E + ((η + a : ℝ) : ℂ) * Complex.I - ε)⁻¹) *
        (((x : ℂ) - (E - a * Complex.I))⁻¹ * ((x : ℂ) - (ε - η * Complex.I))⁻¹) := by
    funext x
    have hl : (lorentzian a E x : ℂ) = a / π *
        (((x : ℂ) - (E - a * Complex.I))⁻¹ * ((x : ℂ) - (E + a * Complex.I))⁻¹) := by
      rw [← mul_inv, ← div_eq_mul_inv, lorentzian]
      push_cast
      congr 1
      linear_combination (a : ℂ) ^ 2 * Complex.I_sq
    have hs : (x : ℂ) - (E + a * Complex.I) ≠ 0 := fun h => by
      have := congrArg Complex.im h
      simp at this
      linarith
    have hv : (x : ℂ) - (ε - η * Complex.I) ≠ 0 := fun h => by
      have := congrArg Complex.im h
      simp at this
      linarith
    have hd : (E : ℂ) + ((η + a : ℝ) : ℂ) * Complex.I - ε ≠ 0 := fun h => by
      have := congrArg Complex.im h
      simp at this
      linarith
    have hdv : (E : ℂ) + ((η + a : ℝ) : ℂ) * Complex.I - ε =
        ((x : ℂ) - (ε - η * Complex.I)) - ((x : ℂ) - (E + a * Complex.I)) := by
      push_cast
      ring
    rw [hl, show (x : ℂ) + η * Complex.I - ε = x - (ε - η * Complex.I) by ring]
    generalize (E : ℂ) + ((η + a : ℝ) : ℂ) * Complex.I - ε = d at hd hdv ⊢
    generalize (x : ℂ) - (ε - η * Complex.I) = v at hv hdv ⊢
    generalize (x : ℂ) - (E + a * Complex.I) = s at hs hdv ⊢
    have h2 : d⁻¹ * (s⁻¹ - v⁻¹) = s⁻¹ * v⁻¹ := by
      rw [inv_sub_inv hs hv, ← hdv, div_eq_mul_inv, mul_inv, ← mul_assoc,
        inv_mul_cancel₀ hd, one_mul]
    linear_combination (-(a / π * ((x : ℂ) - (E - a * Complex.I))⁻¹)) * h2
  rw [hfun]
  refine ⟨(hLc.const_mul _).sub (hP.const_mul _), ?_⟩
  rw [integral_sub (hLc.const_mul _) (hP.const_mul _), integral_const_mul, integral_const_mul,
    hP0, integral_complex_ofReal, hL1, Complex.ofReal_one, mul_one, mul_zero, sub_zero]

/-- For Hermitian `H` there are a unitary `U` and real levels `ε` such that, at every non-real
energy `z`, the Green's matrix inverts `z - H` and is a sum of simple poles at the levels. -/
theorem greenMatrix_spectral {H : Matrix n n ℂ} (hH : H.IsHermitian) :
    ∃ (U : Matrix n n ℂ) (ε : n → ℝ), U * Uᴴ = 1 ∧ ∀ z : ℂ, z.im ≠ 0 →
      (z • (1 : Matrix n n ℂ) - H) * greenMatrix H z = 1 ∧
      ∀ i j, greenMatrix H z i j = ∑ k, U i k * star (U j k) * (z - ε k)⁻¹ := by
  obtain ⟨U, ε, hU, h⟩ : ∃ (U : Matrix n n ℂ) (ε : n → ℝ), U * Uᴴ = 1 ∧
      H = U * diagonal (fun k => (ε k : ℂ)) * Uᴴ := by
    refine ⟨hH.eigenvectorUnitary, hH.eigenvalues,
      Matrix.mem_unitaryGroup_iff.mp hH.eigenvectorUnitary.2, ?_⟩
    have h := hH.spectral_theorem
    rw [Unitary.conjStarAlgAut_apply] at h
    exact h
  refine ⟨U, ε, hU, fun z hz => ?_⟩
  have hne : ∀ k, z - (ε k : ℂ) ≠ 0 := fun k h0 => hz (by simpa using congrArg Complex.im h0)
  have hD : z • (1 : Matrix n n ℂ) - H = U * diagonal (fun k => z - (ε k : ℂ)) * Uᴴ := by
    have e : diagonal (fun k => z - (ε k : ℂ)) =
        z • (1 : Matrix n n ℂ) - diagonal (fun k => (ε k : ℂ)) := by
      ext i j
      by_cases hij : i = j
      · subst hij
        simp
      · simp [hij]
    rw [e, Matrix.mul_sub, Matrix.sub_mul, ← h, Matrix.mul_smul, Matrix.smul_mul,
      Matrix.mul_one, hU]
  have hU' : Uᴴ * U = 1 := mul_eq_one_comm.mp hU
  have hinv : (z • (1 : Matrix n n ℂ) - H) *
      (U * diagonal (fun k => (z - (ε k : ℂ))⁻¹) * Uᴴ) = 1 := by
    rw [hD]
    calc _ = U * diagonal (fun k => z - (ε k : ℂ)) * (Uᴴ * U) *
          diagonal (fun k => (z - (ε k : ℂ))⁻¹) * Uᴴ := by simp only [Matrix.mul_assoc]
      _ = U * (diagonal (fun k => z - (ε k : ℂ)) *
          diagonal (fun k => (z - (ε k : ℂ))⁻¹)) * Uᴴ := by
        rw [hU', Matrix.mul_one, Matrix.mul_assoc U]
      _ = 1 := by
        rw [diagonal_mul_diagonal]
        simp [hne, hU]
  have hG : greenMatrix H z = U * diagonal (fun k => (z - (ε k : ℂ))⁻¹) * Uᴴ :=
    Matrix.inv_eq_right_inv hinv
  refine ⟨by rw [hG]; exact hinv, fun i j => ?_⟩
  rw [hG, Matrix.mul_apply]
  refine Finset.sum_congr rfl fun k _ => ?_
  rw [Matrix.mul_diagonal, Matrix.conjTranspose_apply]
  ring

/-- For Hermitian `H` and `a, η > 0`, averaging any entry of the Green's matrix at `x + iη` with
a Lorentzian of half-width `a` centred at `E` gives that entry at `E + i(η + a)`. -/
theorem greenMatrix_smoothing {H : Matrix n n ℂ} (hH : H.IsHermitian) {a η : ℝ}
    (ha : 0 < a) (hη : 0 < η) (E : ℝ) (i j : n) :
    Integrable (fun x : ℝ => (lorentzian a E x : ℂ) * greenMatrix H (x + η * Complex.I) i j) ∧
      ∫ x : ℝ, (lorentzian a E x : ℂ) * greenMatrix H (x + η * Complex.I) i j =
        greenMatrix H (E + ((η + a : ℝ) : ℂ) * Complex.I) i j := by
  obtain ⟨U, ε, -, hG⟩ := greenMatrix_spectral hH
  have him : ∀ x t : ℝ, 0 < t → ((x : ℂ) + t * Complex.I).im ≠ 0 := fun x t ht => by
    simpa using ht.ne'
  -- expand over the levels and smooth each pole separately
  have hfun : (fun x : ℝ => (lorentzian a E x : ℂ) * greenMatrix H (x + η * Complex.I) i j) =
      fun x : ℝ => ∑ k, U i k * star (U j k) *
        ((lorentzian a E x : ℂ) * (x + η * Complex.I - ε k)⁻¹) := by
    funext x
    rw [(hG _ (him x η hη)).2, Finset.mul_sum]
    exact Finset.sum_congr rfl fun k _ => by ring
  have hk := fun k => single_level_smoothing ha hη E (ε k)
  rw [hfun]
  refine ⟨integrable_finsetSum _ fun k _ => (hk k).1.const_mul _, ?_⟩
  rw [integral_finsetSum _ fun k _ => (hk k).1.const_mul _,
    (hG _ (him E (η + a) (by positivity))).2]
  exact Finset.sum_congr rfl fun k _ => by rw [integral_const_mul, (hk k).2]

/-- For Hermitian `H` and `a, η > 0`, averaging any entry of the advanced Green's matrix at `x - iη`
with a Lorentzian of half-width `a` centred at `E` gives that entry at `E - i(η + a)`. -/
theorem advanced_smoothing {H : Matrix n n ℂ} (hH : H.IsHermitian) {a η : ℝ}
    (ha : 0 < a) (hη : 0 < η) (E : ℝ) (i j : n) :
    ∫ x : ℝ, (lorentzian a E x : ℂ) * greenMatrix H (x - η * Complex.I) i j =
      greenMatrix H (E - ((η + a : ℝ) : ℂ) * Complex.I) i j := by
  -- the advanced matrix is the Hermitian conjugate of the retarded one
  have hadj : ∀ x t : ℝ, greenMatrix H (x - t * Complex.I) i j =
      conj (greenMatrix H (x + t * Complex.I) j i) := by
    intro x t
    have hz : (x : ℂ) - t * Complex.I = star ((x : ℂ) + t * Complex.I) := by
      apply Complex.ext <;> simp
    have h : greenMatrix H (x - t * Complex.I) = (greenMatrix H (x + t * Complex.I))ᴴ := by
      rw [greenMatrix, greenMatrix, Matrix.conjTranspose_nonsing_inv, Matrix.conjTranspose_sub,
        Matrix.conjTranspose_smul, Matrix.conjTranspose_one, hH.eq, hz]
    rw [h, Matrix.conjTranspose_apply]
    rfl
  rw [hadj, ← (greenMatrix_smoothing hH ha hη E j i).2, ← integral_conj]
  congr 1
  funext x
  rw [hadj, map_mul, Complex.conj_ofReal]

/-- For Hermitian `H` and `a, η > 0`, smoothing the local density of states of broadening `η`
with a Lorentzian of half-width `a` gives the local density of states of broadening `η + a`. -/
theorem localDOS_smoothing {H : Matrix n n ℂ} (hH : H.IsHermitian) {a η : ℝ}
    (ha : 0 < a) (hη : 0 < η) (E : ℝ) (i : n) :
    ∫ x : ℝ, lorentzian a E x * localDOS H η x i = localDOS H (η + a) E i := by
  obtain ⟨hint, h⟩ := greenMatrix_smoothing hH ha hη E i i
  have him := Complex.imCLM.integral_comp_comm hint
  rw [h] at him
  have hfun : (fun x : ℝ => lorentzian a E x * localDOS H η x i) = fun x : ℝ => -(1 / π) *
      Complex.imCLM ((lorentzian a E x : ℂ) * greenMatrix H (x + η * Complex.I) i i) := by
    funext x
    rw [Complex.imCLM_apply, Complex.im_ofReal_mul, localDOS]
    ring
  rw [hfun, integral_const_mul, him, Complex.imCLM_apply, localDOS]

end

end LorentzianSmoothing
```

```lean
#print axioms LorentzianSmoothing.greenMatrix_smoothing
#print axioms LorentzianSmoothing.advanced_smoothing
#print axioms LorentzianSmoothing.localDOS_smoothing
```

```
'LorentzianSmoothing.greenMatrix_smoothing' depends on axioms: [propext, Classical.choice, Quot.sound]
'LorentzianSmoothing.advanced_smoothing' depends on axioms: [propext, Classical.choice, Quot.sound]
'LorentzianSmoothing.localDOS_smoothing' depends on axioms: [propext, Classical.choice, Quot.sound]
```

`lorentzian_normalized` shifts and rescales to the integral of 1/(1 + x²). `tendsto_pole` supplies the limits at both ends, and `integral_two_lower_poles` proves the vanishing integral, with `by_cases hqw` separating the double pole from the logarithm.

In `single_level_smoothing`, `hfun` is the partial-fraction identity; its `s`, `v` and `d` are x − p, x − w and d above. `greenMatrix_spectral` obtains the sum over levels from the spectral theorem and checks that G(z) really inverts z − H at non-real z. The main theorem then exchanges the finite sum with the integral.

`advanced_smoothing` uses G(x − iη) = G(x + iη)† to move the energy downward, from −iη to −i(η + a). `localDOS_smoothing` takes the imaginary part of a diagonal entry, which commutes with the average because L is real.
